# The k-point convolution in the GW polarizability becomes a pointwise product on the supercell lattice

A: For $N$ lattice vectors $R$ in a periodic supercell, and functions $A$ and $B$ on the matching k-points,

$$\frac1N\sum_k A(k+q)\,B(k)=\sum_R \overline{q(R)}\;A(R)\,B(-R),\qquad A(R)=\frac1N\sum_k k(R)\,A(k).$$

Here $k(R)$ is the Bloch phase $e^{i\mathbf k\cdot\mathbf R}$, the bar is complex conjugation, and the argument shows whether $A$ is meant on the k-mesh or on the lattice. When $A$ and $B$ are the two Green's functions of the polarizability, each taken at fixed positions and a fixed imaginary time, the left side is its momentum sum, up to a constant prefactor.

Q: I see group theory there, not a crystal. Where are my k-points?

A: In the type `AddChar L ℂ`. The finite abelian group `L` holds the lattice vectors modulo the supercell, which is the Born–von Kármán condition. A character assigns each $R$ a phase with $k(R+R')=k(R)k(R')$, and that is all a k-point does to a lattice translation. Characters are added by multiplying their phases, so `k + q` is momentum addition modulo reciprocal lattice vectors.

```lean
import Mathlib

open ComplexConjugate

namespace GWSpaceTime

noncomputable section

variable {L 𝔸 : Type*} [AddCommGroup L] [Fintype L] [Ring 𝔸] [Algebra ℂ 𝔸]
```

Q: Modulo reciprocal lattice vectors? My cell-periodic functions change when $k+q$ leaves the Brillouin zone.

A: Then they are not functions on this mesh, and the theorem doesn't apply to them as they stand. $A$ must take the same value at equivalent k-points. A Green's function built from full Bloch functions does; one built from their cell-periodic parts needs its phase factors restored first. The mesh also contains $\Gamma$, because the characters include the trivial one. A mesh shifted off $\Gamma$ is not covered.

Q: And what is `𝔸`?

A: Any complex algebra, commutative or not, in which the values of $A$ and $B$ lie. For a fixed pair of positions and a fixed imaginary time it is just $\mathbb C$. The two transforms fix the conventions: the factor $1/N$ and the phase $k(R)$ go with the step to the lattice, the conjugate phase with the step back.

```lean
/-- The supercell quantity `A(R) = (1/N) ∑ₖ k(R) A(k)` obtained from a quantity `A(k)`
given on the k-points, which are the characters of the group of `N` lattice vectors. -/
def toLattice (A : AddChar L ℂ → 𝔸) (R : L) : 𝔸 :=
  (Fintype.card L : ℂ)⁻¹ • ∑ k : AddChar L ℂ, k R • A k

/-- The Bloch sum `F(q) = ∑_R conj(q(R)) F(R)` of a supercell quantity `F(R)`. -/
def toBloch (F : L → 𝔸) (q : AddChar L ℂ) : 𝔸 :=
  ∑ R : L, conj (q R) • F R
```

Q: Now show me the physical quantities.

A: They are the two momentum sums of GW. For the polarizability, $A$ and $B$ stand for Green's functions at opposite imaginary times. For the self-energy, a Green's function $G$ meets the screened interaction $W$ at the same time. Time is only a label here; the theorems concern momentum and lattice vectors.

```lean
/-- The k-point convolution `(1/N) ∑ₖ A(k+q) B(k)` of the polarizability,
without spin factor and sign. -/
def bubble (A B : AddChar L ℂ → 𝔸) (q : AddChar L ℂ) : 𝔸 :=
  (Fintype.card L : ℂ)⁻¹ • ∑ k : AddChar L ℂ, A (k + q) * B k

/-- The k-point convolution `(1/N) ∑_q G(k-q) W(q)` of the GW self-energy,
without prefactor. -/
def selfEnergy (G W : AddChar L ℂ → 𝔸) (k : AddChar L ℂ) : 𝔸 :=
  (Fintype.card L : ℂ)⁻¹ • ∑ q : AddChar L ℂ, G (k - q) * W q
```

Q: Before the next proof, convince me by hand that the Bloch sum undoes the step to the lattice.

A: Start with $S=\sum_R \overline{q(R)}\,k(R)$. The conjugate of a phase is its inverse, so each term is $\chi(R)$ with $\chi=k-q$. If $k=q$, every term is 1 and $S=N$. If not, some $T$ has $\chi(T)\neq1$. Shifting the summation variable by $T$ gives $S=\chi(T)S$, hence $S=0$.

The Lean proof makes the same reduction: `h` combines the two phases into that of `k - q`, and Mathlib's `AddChar.sum_eq_ite` supplies the sum of a single character.

```lean
open Classical in
/-- Bloch phases of two k-points, summed over the lattice vectors, give `N` if the
k-points coincide and zero otherwise. -/
theorem phase_orthogonality (q k : AddChar L ℂ) :
    ∑ R : L, conj (q R) * k R = if k = q then (Fintype.card L : ℂ) else 0 := by
  -- the product of the two phases is the phase of the difference k - q
  have h : ∀ R : L, conj (q R) * k R = (k - q) R := fun R => by
    rw [AddChar.sub_apply, AddChar.map_neg_eq_conj, mul_comm]
  rw [Finset.sum_congr rfl (fun R _ => h R), AddChar.sum_eq_ite]
  by_cases hk : k = q <;> simp [hk, sub_eq_zero]
```

Now insert the definition of $A(R)$ into the Bloch sum and exchange the sums:

$$\sum_R\overline{q(R)}\,A(R)=\frac1N\sum_k\Big(\sum_R\overline{q(R)}\,k(R)\Big)A(k)=\frac1N\,N\,A(q)=A(q).$$

In the code, `Finset.sum_comm` exchanges the sums and `Finset.sum_eq_single` keeps the term $k=q$.

```lean
/-- The Bloch sum of the supercell quantity `A(R)` returns the original `A(q)`. -/
theorem toBloch_toLattice (A : AddChar L ℂ → 𝔸) (q : AddChar L ℂ) :
    toBloch (toLattice A) q = A q := by
  have hN : (Fintype.card L : ℂ) ≠ 0 := Nat.cast_ne_zero.mpr Fintype.card_ne_zero
  calc toBloch (toLattice A) q
      = (Fintype.card L : ℂ)⁻¹ •
          ∑ k : AddChar L ℂ, (∑ R : L, conj (q R) * k R) • A k := by
        simp only [toBloch, toLattice, Finset.smul_sum, Finset.sum_smul]
        rw [Finset.sum_comm]
        refine Finset.sum_congr rfl fun k _ => Finset.sum_congr rfl fun R _ => ?_
        module
    _ = A q := by
        -- only the term k = q survives
        rw [Finset.sum_eq_single q
          (fun k _ hk => by rw [phase_orthogonality, if_neg hk, zero_smul])
          (fun h => absurd (Finset.mem_univ q) h),
          phase_orthogonality, if_pos rfl, smul_smul, inv_mul_cancel₀ hN, one_smul]
```

Q: Fine, that is Fourier inversion. Where does the product come from, and why the minus sign in $B(-R)$?

A: Both come from one change of variable. Call the left side of the identity $P(q)$ and take it to the lattice:

$$P(R)=\frac1{N^2}\sum_k\sum_q q(R)\,A(k+q)\,B(k).$$

At fixed $k$, set $p=k+q$. As $q$ runs over the mesh, so does $p$. Since $q=p-k$, the phase splits as $q(R)=p(R)\,k(-R)$, and the double sum factorises:

$$P(R)=\Big(\frac1N\sum_p p(R)A(p)\Big)\Big(\frac1N\sum_k k(-R)B(k)\Big)=A(R)\,B(-R).$$

The momentum $k$ enters the transfer $q=p-k$ with a minus sign, and that reverses the lattice vector in $B$. The order of $A$ and $B$ never changes, so commutativity isn't needed.

In the proof, `key` is the change of variable, carried out by `Equiv.addLeft k`, and its inner `h` is the splitting of the phase. The final calculation collects the two factors $1/N$ and recognises the double sum as a product of two sums through `Finset.sum_mul_sum`.

```lean
/-- In the supercell the polarizability convolution is the pointwise product
`A(R) B(-R)`. -/
theorem toLattice_bubble (A B : AddChar L ℂ → 𝔸) (R : L) :
    toLattice (bubble A B) R = toLattice A R * toLattice B (-R) := by
  -- shift the momentum transfer to p = k + q; its phase factorises
  have key : ∀ k : AddChar L ℂ, ∑ q : AddChar L ℂ, q R • (A (k + q) * B k)
      = ∑ p : AddChar L ℂ, (p R * k (-R)) • (A p * B k) := by
    intro k
    refine Fintype.sum_equiv (Equiv.addLeft k) _ _ (fun q => ?_)
    have h : (k + q) R * k (-R) = q R := by
      rw [AddChar.add_apply, mul_right_comm, ← AddChar.map_add_eq_mul,
        add_neg_cancel, AddChar.map_zero_eq_one, one_mul]
    show q R • (A (k + q) * B k) = ((k + q) R * k (-R)) • (A (k + q) * B k)
    rw [h]
  calc toLattice (bubble A B) R
      = (Fintype.card L : ℂ)⁻¹ • (Fintype.card L : ℂ)⁻¹ •
          ∑ k : AddChar L ℂ, ∑ q : AddChar L ℂ, q R • (A (k + q) * B k) := by
        simp only [toLattice, bubble, Finset.smul_sum]
        rw [Finset.sum_comm]
        refine Finset.sum_congr rfl fun k _ => Finset.sum_congr rfl fun q _ => ?_
        module
    _ = toLattice A R * toLattice B (-R) := by
        simp only [key, toLattice, smul_mul_smul_comm, Finset.sum_mul_sum, smul_smul]
        rw [Finset.sum_comm]
```

Q: That gives the product on the lattice. Your opening formula was at a given $q$.

A: Apply the inversion to $P$: $P(q)=\sum_R\overline{q(R)}\,P(R)$, then substitute $P(R)=A(R)B(-R)$. The proof does these two things in that order.

```lean
/-- The k-point convolution of the polarizability equals the Bloch sum of a pointwise
supercell product: `(1/N) ∑ₖ A(k+q) B(k) = ∑_R conj(q(R)) A(R) B(-R)`. -/
theorem polarizability_convolution (A B : AddChar L ℂ → 𝔸) (q : AddChar L ℂ) :
    (Fintype.card L : ℂ)⁻¹ • ∑ k : AddChar L ℂ, A (k + q) * B k
      = ∑ R : L, conj (q R) • (toLattice A R * toLattice B (-R)) := by
  have h := toBloch_toLattice (bubble A B) q
  simp only [toBloch, toLattice_bubble] at h
  exact h.symm
```

Q: Here is my real objection. A Green's function has two positions. If I take `𝔸` to be matrices, the product is a matrix product, and the polarizability is not a matrix product of Green's functions.

A: Correct, and for that reason the next theorem works with one pair of positions at a time, with complex values. In real space the polarizability multiplies $G(r,r')$ by $G(r',r)$, entry by entry. Let $R$ displace the first position relative to the second, so that the lattice transform of $G_k(r,r')$ is $G(r+R,r')$. The partner is then $G(r',r+R)$, which by translation symmetry equals $G(r'-R,r)$: positions exchanged, lattice vector reversed. The theorem has exactly this pattern.

The proof applies the previous theorem to the two functions of $k$ obtained by fixing $r$ and $r'$. The type `X` of positions is arbitrary, so a real-space grid in the unit cell will do. `G₁` and `G₂` are arbitrary too: no Dyson equation or spectral form is assumed, and the two may belong to different times.

```lean
/-- For functions `G₁`, `G₂` of a k-point and two positions, such as Green's functions, the k-point
convolution of `G₁` at `(r, r')` with `G₂` at `(r', r)` is the Bloch sum of the product of their
lattice transforms, the first taken at `R` and the second at `-R`. -/
theorem greens_function_polarizability {X : Type*}
    (G₁ G₂ : AddChar L ℂ → X → X → ℂ) (q : AddChar L ℂ) (r r' : X) :
    (Fintype.card L : ℂ)⁻¹ * ∑ k : AddChar L ℂ, G₁ (k + q) r r' * G₂ k r' r
      = ∑ R : L, conj (q R) *
          (toLattice (fun k => G₁ k r r') R * toLattice (fun k => G₂ k r' r) (-R)) := by
  simpa only [smul_eq_mul] using
    polarizability_convolution (fun k => G₁ k r r') (fun k => G₂ k r' r) q
```

Q: Does the self-energy need a new idea?

A: No, it is a neighbouring result of the same argument. With $\Sigma(k)=\frac1N\sum_q G(k-q)\,W(q)$, set $p=k-q$ at fixed $q$. Now $k=p+q$, so the phase splits as $k(R)=p(R)\,q(R)$ with no minus sign, and

$$\Sigma(R)=\frac1{N^2}\sum_{p,q}p(R)\,q(R)\,G(p)\,W(q)=G(R)\,W(R).$$

Both factors carry the same lattice vector. The Lean proof follows the earlier one, with `Equiv.subRight q` as the shift. For position-dependent quantities, take $G(r,r')$ and $W(r,r')$ at one pair of positions, this time without exchanging them.

```lean
/-- In the supercell the self-energy convolution is the pointwise product
`G(R) W(R)`, with the same lattice vector in both factors. -/
theorem toLattice_selfEnergy (G W : AddChar L ℂ → 𝔸) (R : L) :
    toLattice (selfEnergy G W) R = toLattice G R * toLattice W R := by
  -- shift the outer momentum to p = k - q
  have key : ∀ q : AddChar L ℂ, ∑ k : AddChar L ℂ, k R • (G (k - q) * W q)
      = ∑ p : AddChar L ℂ, (p R * q R) • (G p * W q) := by
    intro q
    refine Fintype.sum_equiv (Equiv.subRight q) _ _ (fun k => ?_)
    have h : (k - q) R * q R = k R := by
      rw [← AddChar.add_apply, sub_add_cancel]
    show k R • (G (k - q) * W q) = ((k - q) R * q R) • (G (k - q) * W q)
    rw [h]
  calc toLattice (selfEnergy G W) R
      = (Fintype.card L : ℂ)⁻¹ • (Fintype.card L : ℂ)⁻¹ •
          ∑ q : AddChar L ℂ, ∑ k : AddChar L ℂ, k R • (G (k - q) * W q) := by
        simp only [toLattice, selfEnergy, Finset.smul_sum]
        rw [Finset.sum_comm]
        refine Finset.sum_congr rfl fun q _ => Finset.sum_congr rfl fun k _ => ?_
        module
    _ = toLattice G R * toLattice W R := by
        simp only [key, toLattice, smul_mul_smul_comm, Finset.sum_mul_sum, smul_smul]
        rw [Finset.sum_comm]

end

end GWSpaceTime
```

```lean
#print axioms GWSpaceTime.polarizability_convolution
#print axioms GWSpaceTime.greens_function_polarizability
#print axioms GWSpaceTime.toLattice_selfEnergy
```

```
'GWSpaceTime.polarizability_convolution' depends on axioms: [propext, Classical.choice, Quot.sound]
'GWSpaceTime.greens_function_polarizability' depends on axioms: [propext, Classical.choice, Quot.sound]
'GWSpaceTime.toLattice_selfEnergy' depends on axioms: [propext, Classical.choice, Quot.sound]
```

Q: So what does this buy me in a calculation?

A: On a finite $\Gamma$-centred mesh, and for given $G$ and $W$, it justifies the momentum part of space-time GW algorithms: transform to the supercell, multiply pointwise, transform back. Evaluating the convolution directly for every $q$ takes $N^2$ products for each pair of positions; the lattice route takes $N$, plus the transforms, for which fast Fourier transforms are available.

Q: And convergence with the mesh, or the Coulomb singularity at $q=0$?

A: Those remain yours to control. The identity holds at each fixed $N$, for whatever finite values you supply at the mesh points, and says nothing about the limit of a dense mesh or about time and frequency grids.
